# Two Diagonal Hamiltonians with Disjoint Spectra and Equal Moments Below Order n

For every $n\ge 1$ there are two finite diagonal Hamiltonians with no energy in common, each with a normalised reference state, whose moments $\langle H^m\rangle$ agree for all $m<n$. Their $n$-th moments differ by exactly $4/2^n$. The energies are the even-numbered and the odd-numbered Chebyshev extreme points.

## One set of points, two systems

Let $\theta_k=k\pi/n$ and $x_k=\cos\theta_k$ for $k=0,\dots,n$. Let $c_0=c_n=\tfrac12$, and $c_k=1$ for all other $k$. The even system has the energies $x_k$ with $k$ even, the odd system those with $k$ odd. In both, the reference state has amplitude $\sqrt{2c_k/n}$ on level $k$.

For $n=2$ the even system has energies $1$ and $-1$, each with probability $\tfrac12$, and the odd system has the single energy $0$. Both have mean energy $0$.

Krylov and moment-expansion methods gain information about $H$ from moments in a starting state. For these finite diagonal models, the moments below order $n$ alone cannot tell the two systems apart. They therefore do not fix even one energy. For odd $n$ this remains so when the number of levels is known, because both systems have $(n+1)/2$ levels.

## The theorem in Lean's terms

The points and weights are `node n k` and `weight n k`. The type `Sector n s` contains the labels $k\le n$ with remainder $s$ modulo two, so $s=0$ is the even system and $s=1$ the odd one. `ham n s` is the real diagonal matrix of energies on these labels, `state n s` is the vector of amplitudes, and `moment n s m` is $\langle H^m\rangle$, written as a dot product. Everything is real, so no complex conjugate appears. Energies are dimensionless and lie in $[-1,1]$.

For $n\ge1$, `disjoint_spectra_matching_moments` states four things:

- the two sets `spectrum ℝ (ham n s)` are disjoint;
- both states have squared norm $1$;
- the moments agree for every $m<n$;
- the even $n$-th moment minus the odd one is $4/2^n$.

`polynomial_expectations_agree` extends the agreement to $\langle p(H)\rangle$ for every real polynomial $p$ of degree below $n$. The theorems concern this one family of energies and states; they say nothing about generic Hamiltonians or about the error of a particular algorithm.

## Cancellation in the alternating sums

Define
$$A_{m,j}=\sum_{k=0}^n(-1)^k c_k\,x_k^m\cos(j\theta_k).$$

**Pairs of neighbours.** For any values $f_k$,
$$\sum_{k=0}^n c_kf_k=\sum_{k=0}^{n-1}\frac{f_k+f_{k+1}}2,$$
because an interior value occurs in two pairs and an end value in one. With $f_k=1$ this gives $\sum_k c_k=n$.

**Power zero, frequency below $n$.** Let $0\le j<n$ and $\beta=j\pi/(2n)$, so that $j\theta_k=2k\beta$. Put $f_k=(-1)^k\cos(2k\beta)$, $g_k=(-1)^k\sin(2k\beta)$ and $\gamma=(2k+1)\beta$. The addition formulas give
$$f_k+f_{k+1}=(-1)^k[\cos(\gamma-\beta)-\cos(\gamma+\beta)]=2(-1)^k\sin\gamma\sin\beta,$$
$$g_k-g_{k+1}=(-1)^k[\sin(\gamma-\beta)+\sin(\gamma+\beta)]=2(-1)^k\sin\gamma\cos\beta.$$
Hence
$$\cos\beta\;\frac{f_k+f_{k+1}}2=\frac{\sin\beta}2\,(g_k-g_{k+1}).$$
Summing over $k$ leaves $\cos\beta\,A_{0,j}=\tfrac12\sin\beta\,(g_0-g_n)$. Here $g_0=0$ and $g_n=(-1)^n\sin(j\pi)=0$. Since $0\le\beta<\pi/2$, $\cos\beta$ is positive, and $A_{0,j}=0$.

**Power zero, frequency $n$.** Now $\cos(n\theta_k)=(-1)^k$ cancels the alternating sign, and $A_{0,n}=\sum_k c_k=n$.

**Higher powers.** From $x_k=\cos\theta_k$ and the product formula for cosines,
$$A_{m+1,0}=A_{m,1},\qquad A_{m+1,j+1}=\tfrac12\,(A_{m,j+2}+A_{m,j}).$$
Induction on $m$ proves two claims for all $j\ge0$:
$$m+j<n\Rightarrow A_{m,j}=0,\qquad m+j+1=n\Rightarrow A_{m,j+1}=\frac n{2^m}.$$
The case $m=0$ was just done. In the step for the first claim, every term on the right has power plus frequency below $n$, so it vanishes. In the step for the second, $m+j+2=n$, so $A_{m,j+2}=n/2^m$ and $A_{m,j}=0$; their mean is $n/2^{m+1}$.

Thus $A_{m,0}=0$ for $m<n$, and $A_{n,0}=A_{n-1,1}=n/2^{n-1}=2n/2^n$.

## From sums to moments and spectra

The moments are
$$M_s(m)=\sum_{k\equiv s\ (2)}\frac{2c_k}n\,x_k^m,\qquad\text{so}\qquad M_0(m)-M_1(m)=\frac2n\,A_{m,0}.$$
The difference is zero for $m<n$ and $4/2^n$ for $m=n$. At $m=0$ the two squared norms are therefore equal. They add up to $\tfrac2n\sum_k c_k=2$, so each is $1$.

The angles $\theta_k$ are distinct and lie in $[0,\pi]$, where cosine is injective, so no even point equals an odd one. Agreement for polynomials follows by linearity.

## Degree n is already too high

Without the bound on the degree, the polynomial statement fails. Take $n=2$ and $p(x)=x^2$: the even system gives $\langle H^2\rangle=1$, the odd system gives $0$. The difference is $4/2^2$, as the theorem says.

## A single Hamiltonian with two states

The same numbers arise from one diagonal Hamiltonian with all $n+1$ energies and two orthogonal states, supported on the even and the odd levels. The moment identities would be unchanged. Disjointness would then concern the energies that each state populates, since there would be only one spectrum. With two matrices, it is a statement about the Hamiltonians themselves.

## The Lean source

```lean
import Mathlib

open Real Matrix

namespace DisjointSpectraMatchingMoments

noncomputable section

/-- The energy `cos (kπ/n)`, a Chebyshev extreme point. -/
def node (n k : ℕ) : ℝ := Real.cos (k * π / n)

/-- The trapezoidal weight: one half at the two end points, one elsewhere. -/
def weight (n k : ℕ) : ℝ := if k = 0 ∨ k = n then 1 / 2 else 1

/-- The alternating weighted sum of `x ^ m` times a cosine of frequency `j` over all points. -/
def altSum (n m j : ℕ) : ℝ :=
  ∑ k ∈ Finset.range (n + 1),
    weight n k * ((-1) ^ k * node n k ^ m * Real.cos (j * (k * π / n)))

/-- The labels `k = 0, ..., n` with remainder `s` modulo two. -/
abbrev Sector (n s : ℕ) : Type := {k : Fin (n + 1) // k.val % 2 = s}

/-- The diagonal Hamiltonian whose energies are the points of one parity. -/
def ham (n s : ℕ) : Matrix (Sector n s) (Sector n s) ℝ :=
  Matrix.diagonal fun k => node n k.1.val

/-- The reference state, with amplitude `√(2 c_k / n)` on level `k`. -/
def state (n s : ℕ) : Sector n s → ℝ := fun k => Real.sqrt (2 * weight n k.1.val / n)

/-- The `m`-th Hamiltonian moment in the reference state. -/
def moment (n s m : ℕ) : ℝ := state n s ⬝ᵥ (ham n s ^ m *ᵥ state n s)

/-- A sum with trapezoidal weights is the sum of the means of neighbouring values. -/
theorem trapezoid {n : ℕ} (hn : 1 ≤ n) (f : ℕ → ℝ) :
    ∑ k ∈ Finset.range (n + 1), weight n k * f k
      = ∑ k ∈ Finset.range n, (f k + f (k + 1)) / 2 := by
  obtain ⟨N, rfl⟩ := Nat.exists_eq_add_of_le' hn
  have h1 : ∑ k ∈ Finset.range N, weight (N + 1) (k + 1) * f (k + 1)
      = ∑ k ∈ Finset.range N, f (k + 1) := by
    refine Finset.sum_congr rfl fun k hk => ?_
    have hk' := Finset.mem_range.1 hk
    have h : ¬ (k + 1 = 0 ∨ k + 1 = N + 1) := by omega
    rw [weight, if_neg h, one_mul]
  have h0 : weight (N + 1) 0 = 1 / 2 := by simp [weight]
  have hN : weight (N + 1) (N + 1) = 1 / 2 := by simp [weight]
  have L : ∑ k ∈ Finset.range (N + 1 + 1), weight (N + 1) k * f k
      = ∑ k ∈ Finset.range N, f (k + 1) + 1 / 2 * f 0 + 1 / 2 * f (N + 1) := by
    rw [Finset.sum_range_succ, Finset.sum_range_succ', h1, h0, hN]
  have e1 := Finset.sum_range_succ' f N
  have e2 := Finset.sum_range_succ (fun k => f (k + 1)) N
  rw [L, ← Finset.sum_div, Finset.sum_add_distrib, e1, e2]
  ring

/-- The trapezoidal weights add up to `n`. -/
theorem weight_sum {n : ℕ} (hn : 1 ≤ n) :
    ∑ k ∈ Finset.range (n + 1), weight n k = n := by
  have h := trapezoid hn (fun _ => 1)
  norm_num at h
  exact h

/-- The alternating weighted sum of a cosine of frequency `j` below `n` vanishes. -/
theorem alternating_cos {n j : ℕ} (hj : j < n) : altSum n 0 j = 0 := by
  have hn : 1 ≤ n := by omega
  have hn0 : (0 : ℝ) < n := by exact_mod_cast hn
  have hne : (n : ℝ) ≠ 0 := hn0.ne'
  have hj' : (j : ℝ) < n := by exact_mod_cast hj
  obtain ⟨β, hβ⟩ : ∃ β : ℝ, β = j * π / (2 * n) := ⟨_, rfl⟩
  have hβ0 : 0 ≤ β := by rw [hβ]; positivity
  have hβ1 : β < π / 2 := by
    rw [hβ, div_lt_div_iff₀ (by positivity) (by norm_num)]
    nlinarith [mul_lt_mul_of_pos_right hj' Real.pi_pos]
  have hc : 0 < Real.cos β :=
    Real.cos_pos_of_mem_Ioo ⟨by linarith [Real.pi_pos], hβ1⟩
  have hs : altSum n 0 j = ∑ k ∈ Finset.range n,
      ((-1) ^ k * Real.cos (k * (2 * β))
        + (-1) ^ (k + 1) * Real.cos ((k + 1 : ℕ) * (2 * β))) / 2 := by
    rw [← trapezoid hn (fun k => (-1) ^ k * Real.cos (k * (2 * β)))]
    unfold altSum
    refine Finset.sum_congr rfl fun k _ => ?_
    have ha : (j : ℝ) * (k * π / n) = k * (2 * β) := by rw [hβ]; ring
    rw [ha, pow_zero, mul_one]
  -- cos β times the mean of two neighbours is sin β / 2 times a difference of signed sines
  have key : ∀ k : ℕ, Real.cos β * (((-1) ^ k * Real.cos (k * (2 * β))
        + (-1) ^ (k + 1) * Real.cos ((k + 1 : ℕ) * (2 * β))) / 2)
      = Real.sin β / 2 * ((-1) ^ k * Real.sin (k * (2 * β))
        - (-1) ^ (k + 1) * Real.sin ((k + 1 : ℕ) * (2 * β))) := by
    intro k
    have e1 : (k : ℝ) * (2 * β) = (2 * k + 1) * β - β := by ring
    have e2 : ((k + 1 : ℕ) : ℝ) * (2 * β) = (2 * k + 1) * β + β := by push_cast; ring
    rw [e1, e2, Real.cos_sub, Real.cos_add, Real.sin_sub, Real.sin_add, pow_succ]
    ring
  have hz : Real.sin (n * (2 * β)) = 0 := by
    have h : (n : ℝ) * (2 * β) = j * π := by rw [hβ]; field_simp
    rw [h, Real.sin_nat_mul_pi]
  have h0 : Real.cos β * altSum n 0 j = 0 := by
    rw [hs, Finset.mul_sum, Finset.sum_congr rfl (fun k _ => key k), ← Finset.mul_sum,
      Finset.sum_range_sub' (fun k : ℕ => (-1 : ℝ) ^ k * Real.sin (k * (2 * β)))]
    simp [hz]
  exact (mul_eq_zero.1 h0).resolve_left hc.ne'

/-- Lowering the power of the energy by one turns frequency zero into frequency one, and a positive
frequency into the mean of the sums at the two neighbouring frequencies. -/
theorem altSum_rec (n m : ℕ) : altSum n (m + 1) 0 = altSum n m 1 ∧
    ∀ j, altSum n (m + 1) (j + 1) = (altSum n m (j + 2) + altSum n m j) / 2 := by
  constructor
  · unfold altSum
    refine Finset.sum_congr rfl fun k _ => ?_
    simp only [node, Nat.cast_zero, zero_mul, Real.cos_zero, Nat.cast_one, one_mul, pow_succ]
    ring
  · intro j
    unfold altSum
    rw [← Finset.sum_add_distrib, Finset.sum_div]
    refine Finset.sum_congr rfl fun k _ => ?_
    have e1 : ((j + 2 : ℕ) : ℝ) * (k * π / n)
        = ((j + 1 : ℕ) : ℝ) * (k * π / n) + k * π / n := by push_cast; ring
    have e2 : (j : ℝ) * (k * π / n)
        = ((j + 1 : ℕ) : ℝ) * (k * π / n) - k * π / n := by push_cast; ring
    rw [e1, e2, Real.cos_add, Real.cos_sub]
    simp only [node, pow_succ]
    ring

/-- The alternating sum vanishes when power plus frequency is below `n`, and is `n / 2 ^ m`
when they add up to `n` with positive frequency. -/
theorem altSum_value {n : ℕ} (hn : 1 ≤ n) (m : ℕ) : ∀ j,
    (m + j < n → altSum n m j = 0) ∧
    (m + (j + 1) = n → altSum n m (j + 1) = n / 2 ^ m) := by
  have hne : (n : ℝ) ≠ 0 := by
    have : n ≠ 0 := by omega
    exact_mod_cast this
  induction m with
  | zero =>
    intro j
    refine ⟨fun h => alternating_cos (by omega), fun h => ?_⟩
    have hj : j + 1 = n := by omega
    rw [hj, pow_zero, div_one]
    -- at frequency n the cosine cancels the alternating sign
    refine Eq.trans ?_ (weight_sum hn)
    unfold altSum
    refine Finset.sum_congr rfl fun k _ => ?_
    have ha : (n : ℝ) * (k * π / n) = k * π := by field_simp
    rw [ha, Real.cos_nat_mul_pi, pow_zero, mul_one, ← mul_pow]
    norm_num
  | succ m ih =>
    intro j
    constructor
    · intro h
      cases j with
      | zero => rw [(altSum_rec n m).1]; exact (ih 1).1 (by omega)
      | succ j =>
        rw [(altSum_rec n m).2, (ih (j + 2)).1 (by omega), (ih j).1 (by omega)]
        norm_num
    · intro h
      have h2 : altSum n m (j + 2) = n / 2 ^ m := (ih (j + 1)).2 (by omega)
      rw [(altSum_rec n m).2, h2, (ih j).1 (by omega), pow_succ, add_zero, div_div]

/-- The alternating weighted power sums over the Chebyshev extreme points vanish below
order `n` and equal `2n / 2 ^ n` at order `n`. -/
theorem alternating_moments {n : ℕ} (hn : 1 ≤ n) :
    (∀ m < n, ∑ k ∈ Finset.range (n + 1), (-1) ^ k * weight n k * node n k ^ m = 0) ∧
    ∑ k ∈ Finset.range (n + 1), (-1) ^ k * weight n k * node n k ^ n = 2 * n / 2 ^ n := by
  have e : ∀ m, ∑ k ∈ Finset.range (n + 1), (-1) ^ k * weight n k * node n k ^ m
      = altSum n m 0 := by
    intro m
    unfold altSum
    refine Finset.sum_congr rfl fun k _ => ?_
    rw [Nat.cast_zero, zero_mul, Real.cos_zero]
    ring
  refine ⟨fun m hm => by rw [e]; exact (altSum_value hn m 0).1 (by omega), ?_⟩
  rw [e]
  obtain ⟨N, rfl⟩ := Nat.exists_eq_add_of_le' hn
  have h : altSum (N + 1) N 1 = ((N + 1 : ℕ) : ℝ) / 2 ^ N :=
    (altSum_value hn N 0).2 (by omega)
  rw [(altSum_rec (N + 1) N).1, h, pow_succ]
  field_simp

/-- A Hamiltonian moment is the weighted power sum over the energies of its parity. -/
theorem moment_eq (n s m : ℕ) : moment n s m = ∑ k ∈ Finset.range (n + 1),
    if k % 2 = s then 2 * weight n k / n * node n k ^ m else 0 := by
  have h : ∑ k ∈ Finset.univ.filter (fun k : Fin (n + 1) => k.val % 2 = s),
      2 * weight n k.val / n * node n k.val ^ m
      = ∑ k : Sector n s, 2 * weight n k.1.val / n * node n k.1.val ^ m :=
    Finset.sum_subtype _ (by simp) _
  rw [Finset.sum_range, ← Finset.sum_filter, h]
  unfold moment ham
  rw [Matrix.diagonal_pow]
  simp only [dotProduct, Matrix.mulVec_diagonal, Pi.pow_apply]
  refine Finset.sum_congr rfl fun k _ => ?_
  have hw : 0 ≤ weight n k.1.val := by unfold weight; split_ifs <;> norm_num
  have hq : state n s k * state n s k = 2 * weight n k.1.val / n :=
    Real.mul_self_sqrt (by positivity)
  rw [← hq]
  ring

/-- The even and odd Hamiltonians have disjoint spectra and normalised reference states; their
moments agree below order `n` and differ by `4 / 2 ^ n` at order `n`. -/
theorem disjoint_spectra_matching_moments {n : ℕ} (hn : 1 ≤ n) :
    Disjoint (spectrum ℝ (ham n 0)) (spectrum ℝ (ham n 1)) ∧
    (state n 0 ⬝ᵥ state n 0 = 1 ∧ state n 1 ⬝ᵥ state n 1 = 1) ∧
    (∀ m < n, moment n 0 m = moment n 1 m) ∧
    moment n 0 n - moment n 1 n = 4 / 2 ^ n := by
  have hn0 : (0 : ℝ) < n := by exact_mod_cast hn
  have hne : (n : ℝ) ≠ 0 := hn0.ne'
  have diff : ∀ m, moment n 0 m - moment n 1 m = 2 / n *
      ∑ k ∈ Finset.range (n + 1), (-1) ^ k * weight n k * node n k ^ m := by
    intro m
    rw [moment_eq, moment_eq, ← Finset.sum_sub_distrib, Finset.mul_sum]
    refine Finset.sum_congr rfl fun k _ => ?_
    rcases Nat.mod_two_eq_zero_or_one k with h | h
    · rw [if_pos h, if_neg (by omega), (Nat.even_iff.2 h).neg_one_pow]
      ring
    · rw [if_neg (by omega), if_pos h, (Nat.odd_iff.2 h).neg_one_pow]
      ring
  have same : ∀ m < n, moment n 0 m = moment n 1 m := by
    intro m hm
    have h := diff m
    rw [(alternating_moments hn).1 m hm, mul_zero] at h
    linarith
  refine ⟨?_, ?_, same, ?_⟩
  · -- cosine is injective on [0, π], so points of different parity are distinct
    have hin : ∀ k : ℕ, k ≤ n → (k : ℝ) * π / n ∈ Set.Icc 0 π := by
      intro k hk
      have hk' : (k : ℝ) ≤ n := by exact_mod_cast hk
      refine ⟨by positivity, ?_⟩
      rw [div_le_iff₀ hn0]
      nlinarith [mul_le_mul_of_nonneg_right hk' Real.pi_pos.le]
    unfold ham
    rw [spectrum_diagonal, spectrum_diagonal, Set.disjoint_left]
    rintro _ ⟨k, rfl⟩ ⟨l, h⟩
    have h1 := Real.injOn_cos (hin l.1.val (Nat.le_of_lt_succ l.1.2))
      (hin k.1.val (Nat.le_of_lt_succ k.1.2)) h
    have h2 := mul_right_cancel₀ Real.pi_ne_zero ((div_left_inj' hne).1 h1)
    have h3 : l.1.val = k.1.val := by exact_mod_cast h2
    have hk : k.1.val % 2 = 0 := k.2
    have hl : l.1.val % 2 = 1 := l.2
    omega
  · -- the two squared norms are equal and add up to two
    have hm : ∀ s, state n s ⬝ᵥ state n s = moment n s 0 := by
      intro s
      simp [moment]
    have hsum : moment n 0 0 + moment n 1 0 = 2 := by
      have h : moment n 0 0 + moment n 1 0
          = 2 / n * ∑ k ∈ Finset.range (n + 1), weight n k := by
        rw [moment_eq, moment_eq, ← Finset.sum_add_distrib, Finset.mul_sum]
        refine Finset.sum_congr rfl fun k _ => ?_
        rcases Nat.mod_two_eq_zero_or_one k with h | h
        · rw [if_pos h, if_neg (by omega)]
          ring
        · rw [if_neg (by omega), if_pos h]
          ring
      rw [h, weight_sum hn, div_mul_cancel₀ _ hne]
    have h0 := same 0 (by omega)
    rw [hm, hm]
    constructor <;> linarith
  · rw [diff, (alternating_moments hn).2]
    field_simp
    norm_num

/-- Every polynomial in the Hamiltonian of degree below `n` has the same expectation value in
the even and the odd system. -/
theorem polynomial_expectations_agree {n : ℕ} (p : Polynomial ℝ) (hp : p.natDegree < n) :
    state n 0 ⬝ᵥ (Polynomial.aeval (ham n 0) p *ᵥ state n 0)
      = state n 1 ⬝ᵥ (Polynomial.aeval (ham n 1) p *ᵥ state n 1) := by
  have key : ∀ s N : ℕ, state n s ⬝ᵥ
      ((∑ i ∈ Finset.range N, p.coeff i • ham n s ^ i) *ᵥ state n s)
      = ∑ i ∈ Finset.range N, p.coeff i * moment n s i := by
    intro s N
    induction N with
    | zero => simp
    | succ N ih =>
      rw [Finset.sum_range_succ, Finset.sum_range_succ, Matrix.add_mulVec, dotProduct_add, ih,
        Matrix.smul_mulVec, dotProduct_smul, smul_eq_mul]
      rfl
  rw [Polynomial.aeval_eq_sum_range' hp, Polynomial.aeval_eq_sum_range' hp, key, key]
  refine Finset.sum_congr rfl fun i hi => ?_
  rw [(disjoint_spectra_matching_moments (by omega)).2.2.1 i (Finset.mem_range.1 hi)]

end

end DisjointSpectraMatchingMoments
```

```lean
#print axioms DisjointSpectraMatchingMoments.disjoint_spectra_matching_moments
-- 'DisjointSpectraMatchingMoments.disjoint_spectra_matching_moments' depends on axioms: [propext, Classical.choice, Quot.sound]
#print axioms DisjointSpectraMatchingMoments.polynomial_expectations_agree
-- 'DisjointSpectraMatchingMoments.polynomial_expectations_agree' depends on axioms: [propext, Classical.choice, Quot.sound]
```

## How the lemmas follow the calculation

`trapezoid` splits off the two end terms and compares what remains with the sum over pairs; `weight_sum` is its case $f_k=1$.

`alternating_cos` treats frequencies below $n$. Its inner statement `key` is the identity between $f$ and $g$ above, `Finset.sum_range_sub'` telescopes the sum, and the last line cancels the positive factor $\cos\beta$.

`altSum_rec` proves both recursions term by term. `altSum_value` is the induction on $m$, with the two claims carried together for all $j$ because the step changes the frequency; `omega` checks the conditions on the indices. `alternating_moments` reads off the case of frequency zero.

`moment_eq` turns the matrix expression into a sum over $k$. It uses the fact that powers of a diagonal matrix are taken entrywise, and that the squared amplitude is $2c_k/n$ because the weight is nonnegative.

In the main theorem, `diff` is the formula for $M_0(m)-M_1(m)$, proved by separating even and odd $k$. The spectra are handled by `spectrum_diagonal`, which identifies them with the sets of diagonal entries, and `Real.injOn_cos`: a common energy would force equal labels of opposite parity. The corollary expands $p(H)$ in powers with `Polynomial.aeval_eq_sum_range'` and compares the moments one by one.
